# In a superposition of single spin flips, the amplitude for the flip at a given site is that site's coefficient

For `n` spin-1/2 sites, `flipState c` superposes the configurations with exactly one site down, giving the flip at site `i` the complex coefficient `c i`. The lemma says that its amplitude at the configuration with only site `k` down is `c k`. The number of sites is finite, no Hamiltonian enters, and the state need not be normalised: if `c` is not zero, the probability of finding the flip at `k` is |c_k|² / ∑ᵢ |c_i|². The proof first shows, as `h`, that two one-flip configurations are equal exactly when their flipped sites are, by comparing them at site `i`, and then uses `h` to reduce the defining sum to one term.

In Lean, a first try:

```lean
import Mathlib

open Matrix

namespace SpinFlipHeisenberg

noncomputable section

variable {n : ℕ}

/-- A state of `n` spin-1/2 sites: an amplitude for each configuration, `true` being spin up. -/
abbrev State (n : ℕ) := (Fin n → Bool) → ℂ

/-- The configuration with site `i` down and all others up. -/
def oneFlip (i : Fin n) : Fin n → Bool := fun k => decide (k ≠ i)

/-- The single-flip state with amplitude `c i` for the flip at site `i`. -/
def flipState (c : Fin n → ℂ) : State n := fun s => ∑ i, if s = oneFlip i then c i else 0

lemma flipState_oneFlip (c : Fin n → ℂ) (k : Fin n) : flipState c (oneFlip k) = c k := by
  have h : ∀ i, oneFlip k = oneFlip i ↔ k = i := fun i =>
    ⟨fun h => by simpa [oneFlip, eq_comm] using congrFun h i, fun h => by rw [h]⟩
  simp [flipState, h]

end

end SpinFlipHeisenberg
```

Compiling this gives:

```
Main.lean:22:17: error: Tactic `simp` failed with a nested error:
maximum recursion depth has been reached
use `set_option maxRecDepth <num>` to increase limit
use `set_option diagnostics true` to get diagnostic information
```

The change, after which it compiles:

```diff
@@ -20,5 +20,5 @@
 lemma flipState_oneFlip (c : Fin n → ℂ) (k : Fin n) : flipState c (oneFlip k) = c k := by
   have h : ∀ i, oneFlip k = oneFlip i ↔ k = i := fun i =>
-    ⟨fun h => by simpa [oneFlip, eq_comm] using congrFun h i, fun h => by rw [h]⟩
+    ⟨fun h => (show i = k by simpa [oneFlip] using congrFun h i).symm, fun h => by rw [h]⟩
   simp [flipState, h]
 
```

The error is at the `simpa` that derives `k = i` from equality of the two configurations. It says that `simp` reached its recursion limit, without naming the rewrites involved.

The repair points to `eq_comm`, which swaps the sides of an equation. It was there because evaluating the configurations at site `i` leads to `i = k`, while the goal is `k = i`. But as a `simp` lemma it can apply to any equation, including the equation between Boolean values that `congrFun h i` supplies. `simp` restricts such swaps by a term ordering, but that does not stop another rule from turning an equation back, so the rewriting can go on without end.

The new line drops `eq_comm` from the `simp` set. It asks for `i = k` with `show`, the direction in which the simplified hypothesis comes out, and `.symm` then reverses the finished proof once, giving `k = i`.
